# At a fixed CI correlation energy and a fixed reference weight between 1/2 and 1, the Pople-corrected energy tends to the Davidson–Silver energy as the number of electron pairs grows

With the correlation energy \(E\) and the reference weight \(w\) both held fixed, and \(1/2<w<1\), the Pople correction for \(N\) electron pairs turns into the Davidson–Silver correction as \(N\to\infty\). Here \(w\) is the squared coefficient of the reference determinant in a normalised configuration interaction (CI) wavefunction with single and double excitations, and \(E\) is the correlation energy from that calculation. In terms of \(q=1/(2w-1)\), the claim for the corrected correlation energies, each being \(E\) plus the correction, is

\[
E\,\frac{\sqrt{N^2+N(q^2-1)}-N}{q-1}\;\longrightarrow\;\frac{wE}{2w-1}\qquad(N\to\infty).
\]

I can see this by expanding the square root, but I would like a rigorous argument that also says how fast the two energies approach each other, and I would like it machine-checked. Can this be done in Lean 4 with Mathlib?

## Yes: a quadratic relation gives the limit and a 1/N error bound

The limit holds for every real \(E\) and every fixed \(w\) with \(1/2<w<1\). The scaling factors of the two corrections differ by at most \(w^2(1-w)/((2w-1)^3N)\) for \(N\ge 1\), and the coefficient in this bound is the exact leading one. The Lean file below proves all of this.

The result bears on size-consistency corrections to truncated CI: for many pairs, at a fixed reference weight and a fixed CI correlation energy, the choice between these two formulas changes the corrected energy only at order \(1/N\).

### From the square root to the limit

Write \(P_N\) for the factor that multiplies \(E\) in the Pople formula, and \(D\) for the Davidson–Silver factor:

\[
P_N=\frac{\sqrt{N^2+N(q^2-1)}-N}{q-1},\qquad D=\frac{w}{2w-1}.
\]

Since \(0<2w-1<1\), we have \(q>1\), and the denominator \(q-1\) is positive. Solving \(q(2w-1)=1\) for the weight gives \(w=(1+1/q)/2\), so that

\[
D=\frac{w}{2w-1}=\frac{q+1}{2},\qquad \frac{1-w}{2w-1}=\frac{q-1}{2}.
\]

Now remove the root. The definition of \(P_N\) says that \((q-1)P_N+N\) equals the square root. Squaring both sides gives

\[
(q-1)^2P_N^2+2N(q-1)P_N+N^2=N^2+N(q-1)(q+1).
\]

Cancel \(N^2\), divide by \(2(q-1)\) and rearrange:

\[
N\left(\frac{q+1}{2}-P_N\right)=\frac{q-1}{2}\,P_N^2 .
\]

In terms of the weight, this is

\[
N\,(D-P_N)=\frac{1-w}{2w-1}\,P_N^2. \tag{1}
\]

Let \(N\ge1\). Because \(N(q^2-1)>0\), the square root exceeds \(N\), and so \(P_N>0\). The right side of (1) is then positive, which gives \(P_N<D\). Since \(0<P_N<D\), we may replace \(P_N^2\) by the larger \(D^2\) on the right and divide by \(N\):

\[
0<D-P_N\le\frac{1}{N}\,\frac{1-w}{2w-1}\,D^2=\frac{w^2(1-w)}{(2w-1)^3\,N}. \tag{2}
\]

The right side vanishes as \(N\to\infty\), so \(P_N\to D\). Multiplication by the constant \(E\) gives the limit of the energies.

The leading difference also follows from (1). Multiplying by \(E\) and using \(P_N\to D\) on the right, we find

\[
N\left(\frac{wE}{2w-1}-E\,P_N\right)=E\,\frac{1-w}{2w-1}\,P_N^2\;\longrightarrow\;E\,\frac{w^2(1-w)}{(2w-1)^3}.
\]

At the other end, \(N=1\), the radicand is \(1+q^2-1=q^2\). The root is \(q\), so \(P_1=(q-1)/(q-1)=1\), and a single pair receives no correction. This is the physically sensible value, since single and double excitations already exhaust the CI expansion for two electrons.

### Numbers for a reference weight of 3/4

Take \(w=3/4\). Then \(2w-1=1/2\), \(q=2\) and \(q^2-1=3\), so

\[
P_N=\sqrt{N^2+3N}-N,\qquad D=\frac32,\qquad \frac{w^2(1-w)}{(2w-1)^3}=\frac{(9/16)(1/4)}{1/8}=\frac98 .
\]

| \(N\) | \(P_N\) | \(D-P_N\) | bound \(9/(8N)\) | \(N(D-P_N)\) |
|---|---|---|---|---|
| 1 | 1 | 0.5 | 1.125 | 0.5 |
| 12 | 1.4164 | 0.0836 | 0.0938 | 1.003 |
| 100 | 1.4889 | 0.0111 | 0.0113 | 1.108 |

The last column approaches \(9/8=1.125\). For \(N=1\), relation (1) reads \(1\cdot(3/2-1)=\tfrac12\cdot1^2\), as it should.

### How the Lean definitions represent the two corrections

The weight `w` and the energy `E` are real numbers, and the number of pairs `N` is a natural number, converted to a real where it enters the formula.

- `secant w` is \(q\). The name comes from writing \(w=\cos^2\theta\), which makes \(2w-1=\cos2\theta\), \(q=\sec2\theta\) and \(q^2-1=\tan^2 2\theta\).
- `popleFactor w N` is \(P_N\).
- `popleEnergy w E N` is \(E\,P_N\), the whole corrected correlation energy. The increment to be added to the CI result would be \(E(P_N-1)\).

The Davidson–Silver energy has no definition of its own and appears explicitly as `w * E / (2 * w - 1)`. Note that `N` counts pairs; for a formula written in terms of the number of electrons, \(N\) is half that number.

The main theorem is `popleEnergy_tendsto_davidsonSilver`. In words: given `1 / 2 < w`, `w < 1` and any real `E`, the sequence that sends `N` to `popleEnergy w E N` converges to `w * E / (2 * w - 1)`. The expression `Tendsto … atTop (𝓝 …)` is Mathlib's way of stating an ordinary limit as \(N\to\infty\). The estimate (2) is `pople_gap_bound`, stated for `0 < N`, and the limit of the scaled energy difference is `pople_leading_difference`.

The two inequalities on `w` are assumptions about the CI wavefunction: the reference determinant carries more than half of the squared norm, and at least one excited determinant contributes. The theorems concern the two correction formulas only. No Hamiltonian or wavefunction appears, neither formula is derived, and nothing is said about how close either one comes to the exact energy.

Holding \(w\) and \(E\) fixed is also a real restriction, because both change when a molecule is enlarged. For identical non-interacting pairs, for instance, the reference weight in CI with double excitations falls towards \(1/2\) as pairs are added. The limit therefore compares two formulas at the same input and does not follow a growing system.

### The Lean file

```lean
import Mathlib

open Filter Topology

namespace PopleManyPairLimit

noncomputable section

/-- The quantity `q = 1/(2w-1)` formed from the reference weight `w`. -/
def secant (w : ℝ) : ℝ := 1 / (2 * w - 1)

/-- The factor by which the Pople correction scales the correlation energy of
`N` electron pairs at reference weight `w`. -/
def popleFactor (w : ℝ) (N : ℕ) : ℝ :=
  (Real.sqrt ((N : ℝ) ^ 2 + N * (secant w ^ 2 - 1)) - N) / (secant w - 1)

/-- The Pople-corrected correlation energy of `N` electron pairs with CI correlation energy `E` and
reference weight `w`. -/
def popleEnergy (w E : ℝ) (N : ℕ) : ℝ := E * popleFactor w N

/-- For a reference weight between one half and one, `q` exceeds one. -/
theorem one_lt_secant {w : ℝ} (hw : 1 / 2 < w) (hw1 : w < 1) : 1 < secant w := by
  have hd : 0 < 2 * w - 1 := by linarith
  rw [secant, lt_div_iff₀ hd]
  linarith

/-- For a single electron pair and a reference weight between one half and one, the Pople correction
leaves the correlation energy unchanged. -/
theorem popleEnergy_one_pair {w : ℝ} (hw : 1 / 2 < w) (hw1 : w < 1) (E : ℝ) :
    popleEnergy w E 1 = E := by
  have hq := one_lt_secant hw hw1
  have hne : secant w - 1 ≠ 0 := by linarith
  have hrad : ((1 : ℕ) : ℝ) ^ 2 + ((1 : ℕ) : ℝ) * (secant w ^ 2 - 1) = secant w ^ 2 := by
    push_cast
    ring
  rw [popleEnergy, popleFactor, hrad, Real.sqrt_sq (by linarith), Nat.cast_one,
    div_self hne, mul_one]

/-- For `1/2 < w < 1` the Pople factor `P` obeys an exact quadratic relation: `N` times its distance
from the Davidson-Silver factor `w/(2w-1)` equals `(1-w)/(2w-1)` times `P²`. -/
theorem pople_quadratic {w : ℝ} (hw : 1 / 2 < w) (hw1 : w < 1) (N : ℕ) :
    (N : ℝ) * (w / (2 * w - 1) - popleFactor w N)
      = (1 - w) / (2 * w - 1) * popleFactor w N ^ 2 := by
  have hd : 2 * w - 1 ≠ 0 := by linarith
  have hq := one_lt_secant hw hw1
  have hne : secant w - 1 ≠ 0 := by linarith
  have hD : secant w * (2 * w - 1) = 1 := one_div_mul_cancel hd
  -- both weight ratios are expressed through q
  have ha : w / (2 * w - 1) = (secant w + 1) / 2 := by
    rw [div_eq_iff hd]
    linear_combination (-1 / 2) * hD
  have hb : (1 - w) / (2 * w - 1) = (secant w - 1) / 2 := by
    rw [div_eq_iff hd]
    linear_combination (-1 / 2) * hD
  have hq2 : 0 ≤ secant w ^ 2 - 1 := by nlinarith
  have hS : Real.sqrt ((N : ℝ) ^ 2 + N * (secant w ^ 2 - 1)) ^ 2
      = (N : ℝ) ^ 2 + N * (secant w ^ 2 - 1) := Real.sq_sqrt (by positivity)
  have hP : (secant w - 1) * popleFactor w N
      = Real.sqrt ((N : ℝ) ^ 2 + N * (secant w ^ 2 - 1)) - N := by
    rw [popleFactor, mul_comm, div_mul_cancel₀ _ hne]
  rw [ha, hb]
  -- multiply by q - 1 and square away the root
  apply mul_left_cancel₀ hne
  linear_combination (-1 / 2) * hS - (1 / 2) * ((secant w - 1) * popleFactor w N + N
    + Real.sqrt ((N : ℝ) ^ 2 + N * (secant w ^ 2 - 1))) * hP

/-- For a reference weight between one half and one, the Pople factor is positive whenever the
number of electron pairs is at least one. -/
theorem popleFactor_pos {w : ℝ} (hw : 1 / 2 < w) (hw1 : w < 1) {N : ℕ} (hN : 0 < N) :
    0 < popleFactor w N := by
  have hq := one_lt_secant hw hw1
  have hN' : (0 : ℝ) < N := Nat.cast_pos.mpr hN
  have hq2 : 0 < secant w ^ 2 - 1 := by nlinarith
  have hlt : (N : ℝ) < Real.sqrt ((N : ℝ) ^ 2 + N * (secant w ^ 2 - 1)) := by
    apply Real.lt_sqrt_of_sq_lt
    have := mul_pos hN' hq2
    linarith
  exact div_pos (by linarith) (by linarith)

/-- For `1/2 < w < 1` and `N ≥ 1` pairs the Pople factor lies strictly below the Davidson-Silver
factor, by at most `w²(1-w)/(2w-1)³` divided by `N`. -/
theorem pople_gap_bound {w : ℝ} (hw : 1 / 2 < w) (hw1 : w < 1) {N : ℕ} (hN : 0 < N) :
    0 < w / (2 * w - 1) - popleFactor w N ∧
      w / (2 * w - 1) - popleFactor w N ≤ w ^ 2 * (1 - w) / (2 * w - 1) ^ 3 / N := by
  have hd : 0 < 2 * w - 1 := by linarith
  have hne : 2 * w - 1 ≠ 0 := hd.ne'
  have hN' : (0 : ℝ) < N := Nat.cast_pos.mpr hN
  have hP := popleFactor_pos hw hw1 hN
  have hc : 0 < (1 - w) / (2 * w - 1) := div_pos (by linarith) hd
  have hquad := pople_quadratic hw hw1 N
  have hgap : 0 < w / (2 * w - 1) - popleFactor w N := by
    have h : 0 < (N : ℝ) * (w / (2 * w - 1) - popleFactor w N) := by
      rw [hquad]
      positivity
    exact (mul_pos_iff_of_pos_left hN').1 h
  refine ⟨hgap, ?_⟩
  have hsq : popleFactor w N ^ 2 ≤ (w / (2 * w - 1)) ^ 2 :=
    pow_le_pow_left₀ hP.le (by linarith) 2
  rw [le_div_iff₀ hN']
  -- replace the Pople factor by its upper bound in the quadratic relation
  calc (w / (2 * w - 1) - popleFactor w N) * N
      = (1 - w) / (2 * w - 1) * popleFactor w N ^ 2 := by rw [mul_comm, hquad]
    _ ≤ (1 - w) / (2 * w - 1) * (w / (2 * w - 1)) ^ 2 :=
        mul_le_mul_of_nonneg_left hsq hc.le
    _ = w ^ 2 * (1 - w) / (2 * w - 1) ^ 3 := by field_simp

/-- At a fixed reference weight between one half and one, the Pople factor tends to the
Davidson-Silver factor as the number of electron pairs tends to infinity. -/
theorem popleFactor_tendsto {w : ℝ} (hw : 1 / 2 < w) (hw1 : w < 1) :
    Tendsto (fun N : ℕ => popleFactor w N) atTop (𝓝 (w / (2 * w - 1))) := by
  have hlow : Tendsto (fun N : ℕ => w / (2 * w - 1)
      - w ^ 2 * (1 - w) / (2 * w - 1) ^ 3 / (N : ℝ)) atTop (𝓝 (w / (2 * w - 1) - 0)) :=
    tendsto_const_nhds.sub (tendsto_const_div_atTop_nhds_zero_nat _)
  rw [sub_zero] at hlow
  refine tendsto_of_tendsto_of_tendsto_of_le_of_le' hlow tendsto_const_nhds ?_ ?_
  · filter_upwards [eventually_gt_atTop 0] with N hN
    linarith [(pople_gap_bound hw hw1 hN).2]
  · filter_upwards [eventually_gt_atTop 0] with N hN
    linarith [(pople_gap_bound hw hw1 hN).1]

/-- At a fixed correlation energy and a fixed reference weight between one half and one, the
Pople-corrected energy tends to the Davidson-Silver energy `wE/(2w-1)` as the number of electron
pairs tends to infinity. -/
theorem popleEnergy_tendsto_davidsonSilver {w : ℝ} (hw : 1 / 2 < w) (hw1 : w < 1) (E : ℝ) :
    Tendsto (fun N : ℕ => popleEnergy w E N) atTop (𝓝 (w * E / (2 * w - 1))) := by
  have h : Tendsto (fun N : ℕ => E * popleFactor w N) atTop (𝓝 (E * (w / (2 * w - 1)))) :=
    (popleFactor_tendsto hw hw1).const_mul E
  have hl : w * E / (2 * w - 1) = E * (w / (2 * w - 1)) := by ring
  rw [hl]
  exact h

/-- At a fixed correlation energy and a fixed reference weight between one half and one, the
difference between the Davidson-Silver and Pople-corrected energies, multiplied by the number `N` of
pairs, tends to `E w²(1-w)/(2w-1)³`. -/
theorem pople_leading_difference {w : ℝ} (hw : 1 / 2 < w) (hw1 : w < 1) (E : ℝ) :
    Tendsto (fun N : ℕ => (N : ℝ) * (w * E / (2 * w - 1) - popleEnergy w E N)) atTop
      (𝓝 (E * (w ^ 2 * (1 - w) / (2 * w - 1) ^ 3))) := by
  have hne : 2 * w - 1 ≠ 0 := by linarith
  have h : Tendsto (fun N : ℕ => E * ((1 - w) / (2 * w - 1) * popleFactor w N ^ 2)) atTop
      (𝓝 (E * ((1 - w) / (2 * w - 1) * (w / (2 * w - 1)) ^ 2))) :=
    (((popleFactor_tendsto hw hw1).pow 2).const_mul _).const_mul E
  have hl : (1 - w) / (2 * w - 1) * (w / (2 * w - 1)) ^ 2
      = w ^ 2 * (1 - w) / (2 * w - 1) ^ 3 := by field_simp
  rw [hl] at h
  -- the quadratic relation turns the scaled difference into a multiple of the squared factor
  refine h.congr fun N => ?_
  rw [← pople_quadratic hw hw1 N, popleEnergy]
  ring

end

end PopleManyPairLimit
```

```lean
#print axioms PopleManyPairLimit.popleEnergy_one_pair
#print axioms PopleManyPairLimit.popleEnergy_tendsto_davidsonSilver
#print axioms PopleManyPairLimit.pople_leading_difference
```

```
'PopleManyPairLimit.popleEnergy_one_pair' depends on axioms: [propext, Classical.choice, Quot.sound]
'PopleManyPairLimit.popleEnergy_tendsto_davidsonSilver' depends on axioms: [propext, Classical.choice, Quot.sound]
'PopleManyPairLimit.pople_leading_difference' depends on axioms: [propext, Classical.choice, Quot.sound]
```

### How the lemmas follow the derivation

`one_lt_secant` proves \(q>1\). It multiplies through by the positive number \(2w-1\), after which the claim is a linear inequality in \(w\). `popleEnergy_one_pair` is the case \(N=1\): the step `hrad` simplifies the radicand to \(q^2\), and `Real.sqrt_sq` takes the root, which is where \(q\ge0\) is needed.

`pople_quadratic` is relation (1), and the rest of the argument rests on it. The steps `ha` and `hb` express the two weight ratios as \((q+1)/2\) and \((q-1)/2\). Two further facts describe the root: `hS` says that its square is the radicand, which requires the radicand to be non-negative, and `hP` says that \((q-1)P_N\) is the root minus \(N\). After both sides of the goal have been multiplied by \(q-1\), the final `linear_combination` does the squaring. It multiplies `hP` by the sum of \((q-1)P_N+N\) and the root, which produces a difference of two squares, and then uses `hS` to replace the squared root. The relation holds for `N = 0` as well, where both sides vanish.

`popleFactor_pos` shows \(P_N>0\) for \(N\ge1\) by comparing \(N^2\) with the radicand. `pople_gap_bound` then proves both halves of (2). The lower half reads the sign of \(D-P_N\) from the right side of (1). The upper half is the `calc` block, whose three lines apply (1), replace \(P_N^2\) by \(D^2\), and simplify the fraction.

`popleFactor_tendsto` is the squeeze argument. It places \(P_N\) between \(D\) minus the bound and \(D\) itself, for all \(N>0\), and both outer sequences tend to \(D\). The main theorem multiplies this limit by \(E\). Finally, `pople_leading_difference` computes the limit of \(E\,\frac{1-w}{2w-1}P_N^2\) and uses (1) to identify this sequence, term by term, with \(N\) times the energy difference.

### What goes wrong at w = 1 and below w = 1/2

Suppose the hypothesis `w < 1` is dropped, and take \(w=1\), \(E=1\). No CI calculation gives this pair of values, because at \(w=1\) the wavefunction is the reference determinant and its correlation energy is 0, but the theorem allows any real \(E\). Then \(q=1\), and the Pople formula becomes \(0/0\). Lean assigns the value 0 to division by zero, so `popleEnergy 1 1 N` is 0 for every `N`, whereas the Davidson–Silver energy is 1. The main theorem would be false.

For \(0<w<1/2\) the limit still holds, but the Pople factor is negative for every \(N\ge1\), and so is the Davidson–Silver factor. For \(w=1/4\), for instance, we have \(q=-2\), and the single-pair factor is

\[
P_1=\frac{\sqrt{1+3}-1}{-3}=-\frac13
\]

instead of 1. The correction would reverse the sign of the correlation energy of a two-electron system, for which the CI result needs no correction at all.
